# At a given density matrix, the Müller energy is at most the Hartree–Fock energy for positive semidefinite lattice interactions

## Definitions and conventions

A finite set `n` labels the sites $i,j$ and also the orbitals $a,b$, so there are as many orbitals as sites. Each label holds at most one fermion; for electrons with spin, a label is a site together with a spin.

In Lean 4 with Mathlib:

```lean
import Mathlib

open Matrix
open scoped ComplexConjugate ComplexOrder

namespace MuellerBelowHartreeFock

noncomputable section

variable {n : Type*} [Fintype n] [DecidableEq n]
```

The interaction is a real matrix $W$. For a complex matrix $A$, the exchange sum is $X_W(A)=\sum_{ij}W_{ij}|A_{ij}|^2$.

```lean
/-- The sum of `W i j * |A i j|^2` over all pairs of sites. -/
def exchangeSum (W : Matrix n n ℝ) (A : Matrix n n ℂ) : ℝ :=
  ∑ i, ∑ j, W i j * ‖A i j‖ ^ 2
```

Column $a$ of $U$ holds the amplitudes $U_{ia}$ of orbital $a$. Real weights $f_a$ then give the matrix $U\,\mathrm{diag}(f)\,U^\dagger$.

```lean
/-- The matrix with orbitals in the columns of `U` and real weights `f`. -/
def fromOrbitals (U : Matrix n n ℂ) (f : n → ℝ) : Matrix n n ℂ :=
  U * diagonal (fun a => (f a : ℂ)) * Uᴴ
```

The exchange integral is $K_{ab}=\sum_{ij}W_{ij}\,\mathrm{Re}\big(z_i\overline{z_j}\big)$, with $z_i=U_{ia}\overline{U_{ib}}$. For symmetric $W$ the sum is real even without taking the real part.

```lean
/-- The exchange integral between the orbitals `a` and `b` (real part). -/
def orbitalExchange (W : Matrix n n ℝ) (U : Matrix n n ℂ) (a b : n) : ℝ :=
  ∑ i, ∑ j, W i j * (U i a * conj (U i b) * conj (U j a * conj (U j b))).re
```

With one-body matrix $h$ and one-body density matrix $\gamma$, the energy is
$$E(\gamma,A)=\mathrm{Re}\,\mathrm{tr}(h\gamma)+\tfrac12\sum_{ij}W_{ij}\gamma_{ii}\gamma_{jj}-\tfrac12X_W(A).$$
Hartree–Fock is $E(\gamma,\gamma)$ and Müller is $E(\gamma,S)$, where $S$ is the positive semidefinite square root of $\gamma$. The diagonal of $W$ cancels between the Hartree and exchange terms in Hartree–Fock, but in general not in Müller, so its choice matters.

```lean
/-- One-body energy plus Hartree energy of `γ`, minus half the exchange sum of `A`.
Hartree-Fock takes `A = γ`, the Müller functional takes for `A` the square root of `γ`. -/
def totalEnergy (h : Matrix n n ℂ) (W : Matrix n n ℝ) (γ A : Matrix n n ℂ) : ℝ :=
  (trace (h * γ)).re + (∑ i, ∑ j, W i j * ((γ i i).re * (γ j j).re)) / 2
    - exchangeSum W A / 2
```

Three hypotheses recur.

- `W.PosSemidef`: $W$ is symmetric and $\sum_{ij}W_{ij}x_ix_j\ge0$ for real $x$, so no charge distribution has negative interaction energy, self-terms included.
- `hS` and `hSS`: $S$ is positive semidefinite and $S^2=\gamma$. This makes $\gamma$ Hermitian and positive semidefinite.
- `hγ`: $1-\gamma$ is positive semidefinite. This is the Pauli principle, which allows no occupation above one.

The particle number $\mathrm{tr}\,\gamma$ is left free, and $h$ is arbitrary.

## (a) The sign of an exchange integral

Show that for positive semidefinite $W$ and any $U$,
$$K_{ab}\ge0.$$

**Solution.** Write $z_i=x_i+\mathrm{i}y_i$. Then $\mathrm{Re}(z_i\overline{z_j})=x_ix_j+y_iy_j$, so
$$K_{ab}=\sum_{ij}W_{ij}x_ix_j+\sum_{ij}W_{ij}y_iy_j,$$
and both terms are nonnegative. In the code, `key` is the bound for one real vector, applied once to the real parts and once to the imaginary parts.

```lean
omit [DecidableEq n] in
/-- Exchange integrals of a positive semidefinite interaction are nonnegative. -/
theorem orbitalExchange_nonneg {W : Matrix n n ℝ} (hW : W.PosSemidef)
    (U : Matrix n n ℂ) (a b : n) : 0 ≤ orbitalExchange W U a b := by
  have key : ∀ x : n → ℝ, 0 ≤ ∑ i, ∑ j, W i j * (x i * x j) := by
    intro x
    have h := hW.dotProduct_mulVec_nonneg x
    simp only [dotProduct, mulVec, Finset.mul_sum, Pi.star_apply, star_trivial] at h
    exact h.trans_eq (Finset.sum_congr rfl fun i _ => Finset.sum_congr rfl fun j _ => by ring)
  -- real and imaginary parts of the orbital product contribute separately
  have h := add_nonneg (key fun i => (U i a * conj (U i b)).re)
    (key fun i => (U i a * conj (U i b)).im)
  simp_rw [← Finset.sum_add_distrib] at h
  refine h.trans_eq (Finset.sum_congr rfl fun i _ => Finset.sum_congr rfl fun j _ => ?_)
  simp only [Complex.mul_re, Complex.mul_im, Complex.conj_re, Complex.conj_im]
  ring
```

## (b) The exchange sum in terms of orbitals

Show that for any $W$, $U$ and real $f$,
$$X_W\big(U\,\mathrm{diag}(f)\,U^\dagger\big)=\sum_{ab}f_af_bK_{ab}.$$

**Solution.** The entries are $A_{ij}=\sum_af_aU_{ia}\overline{U_{ja}}$. Hence
$$|A_{ij}|^2=A_{ij}\overline{A_{ij}}=\sum_{ab}f_af_b\,\big(U_{ia}\overline{U_{ib}}\big)\overline{\big(U_{ja}\overline{U_{jb}}\big)}.$$
Take real parts, multiply by $W_{ij}$, and sum over sites before orbitals. The steps `entry`, `sq` and `swap` do this in the same order.

```lean
/-- The exchange sum is a quadratic form in the orbital weights, with the exchange
integrals as coefficients. -/
theorem exchangeSum_fromOrbitals (W : Matrix n n ℝ) (U : Matrix n n ℂ) (f : n → ℝ) :
    exchangeSum W (fromOrbitals U f) = ∑ a, ∑ b, f a * f b * orbitalExchange W U a b := by
  have entry : ∀ i j, fromOrbitals U f i j = ∑ a, (f a : ℂ) * (U i a * conj (U j a)) := by
    intro i j
    rw [fromOrbitals, Matrix.mul_apply]
    refine Finset.sum_congr rfl fun a _ => ?_
    rw [Matrix.mul_diagonal, conjTranspose_apply, ← starRingEnd_apply]
    ring
  have nsq : ∀ z : ℂ, ‖z‖ ^ 2 = (z * conj z).re := fun z => by
    rw [Complex.mul_conj, Complex.normSq_eq_norm_sq, Complex.ofReal_re]
  have sq : ∀ i j, ‖fromOrbitals U f i j‖ ^ 2 = ∑ a, ∑ b, f a * f b *
      (U i a * conj (U i b) * conj (U j a * conj (U j b))).re := by
    intro i j
    rw [nsq, entry, map_sum, Finset.sum_mul_sum, Complex.re_sum]
    refine Finset.sum_congr rfl fun a _ => ?_
    rw [Complex.re_sum]
    refine Finset.sum_congr rfl fun b _ => ?_
    rw [← Complex.re_ofReal_mul]
    congr 1
    simp only [map_mul, Complex.conj_conj, Complex.conj_ofReal, Complex.ofReal_mul]
    ring
  -- exchange the sums over sites with the sums over orbitals
  have swap : ∀ F : n → n → n → n → ℝ,
      ∑ i, ∑ j, ∑ a, ∑ b, F i j a b = ∑ a, ∑ b, ∑ i, ∑ j, F i j a b := by
    intro F
    calc ∑ i, ∑ j, ∑ a, ∑ b, F i j a b
        = ∑ i, ∑ a, ∑ j, ∑ b, F i j a b := Finset.sum_congr rfl fun i _ => Finset.sum_comm
      _ = ∑ a, ∑ i, ∑ j, ∑ b, F i j a b := Finset.sum_comm
      _ = ∑ a, ∑ i, ∑ b, ∑ j, F i j a b :=
          Finset.sum_congr rfl fun a _ => Finset.sum_congr rfl fun i _ => Finset.sum_comm
      _ = ∑ a, ∑ b, ∑ i, ∑ j, F i j a b := Finset.sum_congr rfl fun a _ => Finset.sum_comm
  simp only [exchangeSum, orbitalExchange, sq, Finset.mul_sum]
  rw [swap]
  refine Finset.sum_congr rfl fun a _ => Finset.sum_congr rfl fun b _ =>
    Finset.sum_congr rfl fun i _ => Finset.sum_congr rfl fun j _ => ?_
  ring
```

## (c) Changing the weights at fixed orbitals

Let $W$ be positive semidefinite and $0\le g_a\le f_a$ for every $a$. Show that
$$X_W\big(U\,\mathrm{diag}(g)\,U^\dagger\big)\le X_W\big(U\,\mathrm{diag}(f)\,U^\dagger\big).$$

**Solution.** Nonnegativity gives $g_ag_b\le f_af_b$. Multiply by $K_{ab}\ge0$ from (a), sum over $a,b$, and use (b) on both sides.

```lean
/-- For a positive semidefinite interaction and fixed orbitals, raising nonnegative weights cannot
lower the exchange sum. -/
theorem exchangeSum_mono {W : Matrix n n ℝ} (hW : W.PosSemidef) (U : Matrix n n ℂ)
    {f g : n → ℝ} (hg : ∀ a, 0 ≤ g a) (hgf : ∀ a, g a ≤ f a) :
    exchangeSum W (fromOrbitals U g) ≤ exchangeSum W (fromOrbitals U f) := by
  rw [exchangeSum_fromOrbitals, exchangeSum_fromOrbitals]
  exact Finset.sum_le_sum fun a _ => Finset.sum_le_sum fun b _ =>
    mul_le_mul_of_nonneg_right (mul_le_mul (hgf a) (hgf b) (hg b) ((hg a).trans (hgf a)))
      (orbitalExchange_nonneg hW U a b)
```

## (d) Returning to the orbital basis

For orthonormal orbitals, $U^\dagger U=1$, show that
$$U^\dagger\big(U\,\mathrm{diag}(f)\,U^\dagger\big)U=\mathrm{diag}(f).$$

**Solution.** Regroup the left side as $(U^\dagger U)\,\mathrm{diag}(f)\,(U^\dagger U)$; both brackets are the identity.

```lean
/-- In the basis of its orthonormal orbitals the matrix is diagonal. -/
theorem conj_fromOrbitals {U : Matrix n n ℂ} (hU : Uᴴ * U = 1) (f : n → ℝ) :
    Uᴴ * fromOrbitals U f * U = diagonal (fun a => (f a : ℂ)) := by
  calc Uᴴ * fromOrbitals U f * U
      = (Uᴴ * U) * diagonal (fun a => (f a : ℂ)) * (Uᴴ * U) := by
        simp only [fromOrbitals, Matrix.mul_assoc]
    _ = _ := by rw [hU, one_mul, mul_one]
```

## (e) Products with common orbitals

Again with $U^\dagger U=1$, show that
$$U\,\mathrm{diag}(f)\,U^\dagger\;U\,\mathrm{diag}(g)\,U^\dagger=U\,\mathrm{diag}(fg)\,U^\dagger,$$
where $(fg)_a=f_ag_a$.

**Solution.** The inner $U^\dagger U$ is the identity, and diagonal matrices multiply entry by entry.

```lean
/-- Matrices with the same orthonormal orbitals multiply by multiplying their weights. -/
theorem fromOrbitals_mul {U : Matrix n n ℂ} (hU : Uᴴ * U = 1) (f g : n → ℝ) :
    fromOrbitals U f * fromOrbitals U g = fromOrbitals U (fun a => f a * g a) := by
  calc fromOrbitals U f * fromOrbitals U g
      = U * diagonal (fun a => (f a : ℂ)) * (Uᴴ * U) * diagonal (fun a => (g a : ℂ)) * Uᴴ := by
        simp only [fromOrbitals, Matrix.mul_assoc]
    _ = _ := by
        rw [hU, mul_one, Matrix.mul_assoc U, diagonal_mul_diagonal]
        simp only [fromOrbitals, Complex.ofReal_mul]
```

## (f) Natural orbitals and occupations

Under the hypotheses on $S$ and $\gamma$, find $U$ with $U^\dagger U=1$ and weights $s_a$ such that
$$S=U\,\mathrm{diag}(s)\,U^\dagger,\qquad\gamma=U\,\mathrm{diag}(s^2)\,U^\dagger,\qquad0\le s_a\le1.$$

**Solution.** The spectral theorem gives the first equation with $s_a\ge0$, and (e) gives the second. By (d), $U^\dagger(1-\gamma)U=\mathrm{diag}(1-s_a^2)$. This matrix is positive semidefinite, so $s_a^2\le1$ and therefore $s_a\le1$. The natural occupations are $s_a^2$. In the code, `posSemidef_diagonal_iff` reads the bound off the diagonal.

```lean
/-- If `1 - γ` is positive semidefinite, then `γ` and its positive semidefinite square root `S`
share orthonormal orbitals, with weights `s a ^ 2` and `s a` where `s a` lies between 0 and 1. -/
theorem natural_orbitals {γ S : Matrix n n ℂ} (hS : S.PosSemidef) (hSS : S * S = γ)
    (hγ : (1 - γ).PosSemidef) : ∃ (U : Matrix n n ℂ) (s : n → ℝ), Uᴴ * U = 1 ∧
      (∀ a, 0 ≤ s a ∧ s a ≤ 1) ∧ S = fromOrbitals U s ∧
      γ = fromOrbitals U (fun a => s a ^ 2) := by
  obtain ⟨U, s, hU, hs, hSU⟩ : ∃ (U : Matrix n n ℂ) (s : n → ℝ), Uᴴ * U = 1 ∧
      (∀ a, 0 ≤ s a) ∧ S = fromOrbitals U s := by
    refine ⟨hS.isHermitian.eigenvectorUnitary, hS.isHermitian.eigenvalues,
      Matrix.mem_unitaryGroup_iff'.1 hS.isHermitian.eigenvectorUnitary.2,
      hS.eigenvalues_nonneg, ?_⟩
    have h := hS.isHermitian.spectral_theorem
    rw [Unitary.conjStarAlgAut_apply] at h
    exact h
  have hγU : γ = fromOrbitals U (fun a => s a ^ 2) := by
    rw [← hSS, hSU, fromOrbitals_mul hU]
    simp only [pow_two]
  refine ⟨U, s, hU, fun a => ⟨hs a, ?_⟩, hSU, hγU⟩
  -- the Pauli bound on `γ` limits every weight
  have h := hγ.conjTranspose_mul_mul_same U
  have e : Uᴴ * (1 - γ) * U = diagonal (fun a => ((1 - s a ^ 2 : ℝ) : ℂ)) := by
    rw [mul_sub, sub_mul, mul_one, hU, hγU, conj_fromOrbitals hU, ← diagonal_one, diagonal_sub]
    simp only [Complex.ofReal_sub, Complex.ofReal_one]
  rw [e, posSemidef_diagonal_iff] at h
  have h1 : 0 ≤ 1 - s a ^ 2 := Complex.zero_le_real.1 (h a)
  nlinarith [hs a]
```

## (g) Comparing the two exchange sums

For positive semidefinite $W$, show that
$$X_W(\gamma)\le X_W(S).$$

**Solution.** Take the orbitals from (f). Since $0\le s_a\le1$, we have $0\le s_a^2\le s_a$. Apply (c) with $g_a=s_a^2$ and $f_a=s_a$.

```lean
/-- For a positive semidefinite interaction and `1 - γ` positive semidefinite, the exchange sum of
the positive semidefinite square root `S` of `γ` is at least that of `γ` itself. -/
theorem exchangeSum_le_sqrt {W : Matrix n n ℝ} (hW : W.PosSemidef) {γ S : Matrix n n ℂ}
    (hS : S.PosSemidef) (hSS : S * S = γ) (hγ : (1 - γ).PosSemidef) :
    exchangeSum W γ ≤ exchangeSum W S := by
  obtain ⟨U, s, -, hs, hSU, hγU⟩ := natural_orbitals hS hSS hγ
  rw [hSU, hγU]
  exact exchangeSum_mono hW U (fun a => sq_nonneg _) fun a => by nlinarith [hs a]
```

## (h) Comparing the energies

Under the same hypotheses, show that
$$E(\gamma,S)\le E(\gamma,\gamma).$$

**Solution.** The one-body and Hartree terms are identical on both sides, and the exchange sum enters with factor $-\tfrac12$, so (g) gives the claim. In reduced density matrix functional theory on a finite lattice with positive semidefinite $W$, replacing Hartree–Fock exchange by Müller exchange at fixed $\gamma$ therefore never raises the energy. Which value is closer to the exact energy is a separate question.

```lean
/-- For a positive semidefinite interaction and a `γ` with occupations between 0 and 1, the Müller
energy is at most the Hartree-Fock energy at the same `γ`. -/
theorem mueller_le_hartreeFock (h : Matrix n n ℂ) {W : Matrix n n ℝ} (hW : W.PosSemidef)
    {γ S : Matrix n n ℂ} (hS : S.PosSemidef) (hSS : S * S = γ) (hγ : (1 - γ).PosSemidef) :
    totalEnergy h W γ S ≤ totalEnergy h W γ γ := by
  have := exchangeSum_le_sqrt hW hS hSS hγ
  unfold totalEnergy
  linarith
```

## (i) When the exchange sums agree

Let $W$ be positive definite, so that every nonzero charge distribution costs energy. Show that
$$X_W(\gamma)=X_W(S)\iff\gamma^2=\gamma.$$

**Solution.** Suppose the sums agree. By (b) they are sums of terms with $s_a^2s_b^2K_{ab}\le s_as_bK_{ab}$, so equality holds term by term. For $b=a$ this reads $s_a^4K_{aa}=s_a^2K_{aa}$. Here
$$K_{aa}=\sum_{ij}W_{ij}|U_{ia}|^2|U_{ja}|^2>0,$$
because a normalised orbital has a nonzero density. Thus $s_a^4=s_a^2$ for every $a$, and (e) gives $\gamma^2=\gamma$.

Conversely, $\gamma^2=\gamma$ gives $s_a^4=s_a^2$, so $s_a$ is 0 or 1. Then $s_a^2=s_a$ and $S=\gamma$.

Idempotent $\gamma$ are those of single Slater determinants.

For electrons with spin, a spin-independent interaction $v$ between sites, entered in $W$ for every pair of spins with the self-terms included, gives a $W$ that is never positive definite, because opposite weights on the two spin labels of one site cancel. The theorem does not cover this case as stated. If $v$ is positive definite on the sites, the same argument still works: $W$ is positive semidefinite, and $K_{aa}>0$ because the density of orbital $a$, summed over spin, is nonzero.

In the code, `Finset.sum_eq_sum_iff_of_le` passes from equal sums to equal terms, and `hK` is the strict positivity.

```lean
/-- For a positive definite interaction and `1 - γ` positive semidefinite, the exchange sums of `γ`
and of its positive semidefinite square root `S` agree exactly when `γ` is idempotent. -/
theorem exchangeSum_eq_iff {W : Matrix n n ℝ} (hW : W.PosDef) {γ S : Matrix n n ℂ}
    (hS : S.PosSemidef) (hSS : S * S = γ) (hγ : (1 - γ).PosSemidef) :
    exchangeSum W γ = exchangeSum W S ↔ γ * γ = γ := by
  obtain ⟨U, s, hU, hs, hSU, hγU⟩ := natural_orbitals hS hSS hγ
  have hsq : ∀ a, s a ^ 2 ≤ s a := fun a => by nlinarith [hs a]
  constructor
  · intro heq
    rw [hSU, hγU, exchangeSum_fromOrbitals, exchangeSum_fromOrbitals] at heq
    have term : ∀ a b, s a ^ 2 * s b ^ 2 * orbitalExchange W U a b ≤
        s a * s b * orbitalExchange W U a b := fun a b =>
      mul_le_mul_of_nonneg_right (mul_le_mul (hsq a) (hsq b) (sq_nonneg _) (hs a).1)
        (orbitalExchange_nonneg hW.posSemidef U a b)
    have h1 := (Finset.sum_eq_sum_iff_of_le
      (fun a _ => Finset.sum_le_sum fun b _ => term a b)).1 heq
    rw [hγU, fromOrbitals_mul hU]
    congr 1
    funext a
    have h2 := (Finset.sum_eq_sum_iff_of_le (fun b _ => term a b)).1
      (h1 a (Finset.mem_univ a)) a (Finset.mem_univ a)
    -- the self-exchange of a normalised orbital is strictly positive
    have hx : (fun i => Complex.normSq (U i a)) ≠ 0 := by
      intro h0
      have hz : ∀ i, U i a = 0 := fun i => Complex.normSq_eq_zero.1 (congrFun h0 i)
      have hc : (Uᴴ * U) a a = 1 := by rw [hU, one_apply_eq]
      rw [Matrix.mul_apply] at hc
      simp [hz] at hc
    have hK : 0 < orbitalExchange W U a a := by
      have hp := hW.dotProduct_mulVec_pos hx
      simp only [dotProduct, mulVec, Finset.mul_sum, Pi.star_apply, star_trivial] at hp
      refine hp.trans_eq (Finset.sum_congr rfl fun i _ => Finset.sum_congr rfl fun j _ => ?_)
      simp only [Complex.mul_re, Complex.mul_im, Complex.conj_re, Complex.conj_im,
        Complex.normSq_apply]
      ring
    have h3 := mul_right_cancel₀ hK.ne' h2
    rw [h3, pow_two]
  · intro hid
    rw [hγU, fromOrbitals_mul hU] at hid
    have h := congrArg (fun M => Uᴴ * M * U) hid
    simp only [conj_fromOrbitals hU] at h
    have hfix : (fun a => s a ^ 2) = s := by
      funext a
      have h1 : s a ^ 2 * s a ^ 2 = s a ^ 2 := by
        exact_mod_cast congrFun (diagonal_injective h) a
      rcases eq_or_ne (s a) 0 with h0 | h0
      · simp [h0]
      · have h2 : s a ^ 2 = 1 := mul_left_cancel₀ (pow_ne_zero 2 h0) (by rw [h1, mul_one])
        linarith [hsq a, (hs a).2]
    rw [hSU, hγU, hfix]
```

## (j) A dimer with purely intersite interaction

Take the two-site matrices
$$\gamma=\frac1{81}\begin{pmatrix}41&40\\40&41\end{pmatrix},\qquad S=\frac19\begin{pmatrix}5&4\\4&5\end{pmatrix}.$$

```lean
/-- A one-body matrix on two sites. -/
def dimerGamma : Matrix (Fin 2) (Fin 2) ℂ := !![41/81, 40/81; 40/81, 41/81]

/-- A second matrix on two sites. -/
def dimerRoot : Matrix (Fin 2) (Fin 2) ℂ := !![5/9, 4/9; 4/9, 5/9]
```

Show that they satisfy the hypotheses on $S$ and $\gamma$, and that for $W=\begin{pmatrix}0&1\\1&0\end{pmatrix}$
$$X_W(S)<X_W(\gamma).$$

**Solution.** $S$ has eigenvalues $1$ and $\tfrac19$. Squaring it gives diagonal entries $(25+16)/81$ and off-diagonal entries $40/81$, which is $\gamma$. The eigenvalues of $1-\gamma$ are $0$ and $\tfrac{80}{81}$. Since $\mathrm{tr}\,\gamma=\tfrac{82}{81}$ is not an integer, this $\gamma$ describes a mixture of states with different particle numbers. Finally,
$$X_W(S)=2\cdot\tfrac{16}{81}=\tfrac{2592}{6561}<\tfrac{3200}{6561}=X_W(\gamma).$$
There is no conflict with (g), since this $W$ has eigenvalues $\pm1$. The code proves positivity by writing each matrix as $B^\dagger B$ with an explicit $B$.

```lean
/-- The dimer matrices meet the hypotheses on `S` and `γ`, and for a purely intersite interaction
the exchange sum of `dimerRoot` is smaller than that of `dimerGamma`. -/
theorem dimer_witness : dimerRoot.PosSemidef ∧ dimerRoot * dimerRoot = dimerGamma ∧
    (1 - dimerGamma).PosSemidef ∧
    exchangeSum !![0, 1; 1, 0] dimerRoot < exchangeSum !![0, 1; 1, 0] dimerGamma := by
  -- real numerals are their own complex conjugates
  have c2 : (starRingEnd ℂ) 2 = 2 := Complex.ext (by simp) (by simp)
  have c3 : (starRingEnd ℂ) 3 = 3 := Complex.ext (by simp) (by simp)
  have c9 : (starRingEnd ℂ) 9 = 9 := Complex.ext (by simp) (by simp)
  refine ⟨?_, ?_, ?_, ?_⟩
  · convert posSemidef_conjTranspose_mul_self
      (!![2/3, 1/3; 1/3, 2/3] : Matrix (Fin 2) (Fin 2) ℂ) using 1
    ext i j
    fin_cases i <;> fin_cases j <;>
      norm_num [dimerRoot, Matrix.mul_apply, Fin.sum_univ_succ, c2, c3]
  · ext i j
    fin_cases i <;> fin_cases j <;>
      norm_num [dimerRoot, dimerGamma, Matrix.mul_apply, Fin.sum_univ_succ]
  · convert posSemidef_conjTranspose_mul_self
      (!![2/3, -2/3; 2/9, -2/9] : Matrix (Fin 2) (Fin 2) ℂ) using 1
    ext i j
    fin_cases i <;> fin_cases j <;>
      norm_num [dimerGamma, Matrix.mul_apply, Fin.sum_univ_succ, c2, c3, c9]
  · norm_num [exchangeSum, dimerRoot, dimerGamma, Fin.sum_univ_succ]

end

end MuellerBelowHartreeFock
```

```lean
#print axioms MuellerBelowHartreeFock.mueller_le_hartreeFock
#print axioms MuellerBelowHartreeFock.exchangeSum_eq_iff
```

```
'MuellerBelowHartreeFock.mueller_le_hartreeFock' depends on axioms: [propext, Classical.choice, Quot.sound]
'MuellerBelowHartreeFock.exchangeSum_eq_iff' depends on axioms: [propext, Classical.choice, Quot.sound]
```

## The same dimer with diagonal self-terms

Keep $\gamma$ and $S$, but take $W=\begin{pmatrix}2&1\\1&2\end{pmatrix}$, which has eigenvalues $3$ and $1$. Its diagonal entries are self-terms, since each site here holds at most one fermion. Then
$$X_W(\gamma)=\frac{4\cdot41^2+2\cdot40^2}{81^2}=\frac{9924}{6561}\approx1.513,\qquad X_W(S)=\frac{4\cdot25+2\cdot16}{81}=\frac{132}{81}\approx1.630.$$
The Müller energy is lower by half the difference, about $0.059$. The gap is strict, as (i) requires, because the occupation $\tfrac1{81}$ is neither 0 nor 1.
